# Paired levels e and −e keep their gap to first order under a sublattice-even perturbation, if e is nondegenerate

## Does changing one site energy move the gap?

Take a conjugated hydrocarbon in the Hückel model, with its atoms divided into two sublattices and hopping only between them. Measured from the common on-site energy, its levels come in pairs $e$ and $-e$. Now shift the on-site energy of one atom a little, as a crude model of replacing carbon by a heteroatom. The pairing is lost, yet I believe that both levels of a pair move by the same amount to first order, so that the gap between them is stationary.

In matrix form, $H$ is real symmetric, $S$ is diagonal with entries $\pm1$, $SHS=-H$ and $SVS=V$. If $E(x)$ and $F(x)$ are levels of $H+xV$ that start at a simple eigenvalue $e$ and at $-e$, I expect $E'(0)=F'(0)$. Can this be made rigorous and machine-checked, and does it really need $e$ to be simple?

## Partner states feel the perturbation equally

Yes, the slopes agree, and simplicity does matter: two separate dimers give a counterexample without it. The argument finds the slope of one level, then compares the two states at $x=0$.

**The slope of a level.** Let $u(x)$ be an eigenvector for $E(x)$, continuous at $x=0$ and nonzero there:

$$(H+xV)\,u(x)=E(x)\,u(x).$$

Take the dot product with $u(0)$. Since $H$ is symmetric and $Hu(0)=E(0)u(0)$, we have $u(0)\cdot Hu(x)=E(0)\,u(0)\cdot u(x)$. Therefore

$$\bigl(E(x)-E(0)\bigr)\,u(0)\cdot u(x)=x\,u(0)\cdot Vu(x).$$

By continuity, $u(0)\cdot u(x)$ is nonzero for small $x$. Dividing by it and by $x\neq0$, then letting $x\to0$, gives

$$E'(0)=\frac{u(0)\cdot Vu(0)}{u(0)\cdot u(0)}=:\langle V\rangle_{u(0)}.$$

This is the Hellmann–Feynman formula for a linear family at the single point $x=0$. The limit also shows that the derivative exists.

**The partner state.** Let $w(x)$ be an eigenvector for $F(x)$, with the same continuity and $w(0)\ne0$, and let $F(0)=-e$, where $e=E(0)$. Because $S^2=1$, multiplying $SHS=-H$ by $S$ from the left gives $HS=-SH$. Hence

$$H\,Sw(0)=-S\,Hw(0)=e\,Sw(0).$$

So $Sw(0)$ is an eigenvector at $e$. As $e$ is nondegenerate, $Sw(0)=c\,u(0)$ for some number $c$, and $c\neq0$ because $S$ is invertible.

**The comparison.** Using $SVS=V$ and $S^2=1$,

$$w(0)\cdot Vw(0)=Sw(0)\cdot V\,Sw(0)=c^2\,u(0)\cdot Vu(0),$$

$$w(0)\cdot w(0)=Sw(0)\cdot Sw(0)=c^2\,u(0)\cdot u(0).$$

The factor $c^2$ cancels in the quotient, so $\langle V\rangle_{w(0)}=\langle V\rangle_{u(0)}$. Thus $F'(0)=E'(0)$, and $E-F$ has derivative zero at $x=0$.

For your single atom $r$, $V$ has one nonzero entry, $V_{rr}=1$. Both slopes are then $u_r(0)^2/\bigl(u(0)\cdot u(0)\bigr)$, the normalised density of the state on that atom.

Here is the argument in Lean 4, together with the single-site case and two explicit examples.

```lean
import Mathlib

open Matrix Filter Topology

namespace StationaryGap

noncomputable section

variable {n : Type*} [Fintype n] [DecidableEq n]

/-- A real symmetric Hamiltonian `H` that changes sign under the sublattice signs `s`,
with a perturbation `V` that is unchanged by them. -/
structure IsAlternant (s : n → ℝ) (H V : Matrix n n ℝ) : Prop where
  sign : ∀ i, s i * s i = 1
  symm : H.IsSymm
  odd : diagonal s * H * diagonal s = -H
  even : diagonal s * V * diagonal s = V

/-- The eigenvalue equation of `H + x V` holds for `E x` and `u x` at every `x`, and `u` is
continuous and nonzero at `x = 0`. -/
structure Branch (H V : Matrix n n ℝ) (E : ℝ → ℝ) (u : ℝ → n → ℝ) : Prop where
  cont : ContinuousAt u 0
  ne : u 0 ≠ 0
  eig : ∀ x, (H + x • V) *ᵥ u x = E x • u x

/-- Every eigenvector of `H` at energy `e` is a multiple of any nonzero one. -/
def Nondegenerate (H : Matrix n n ℝ) (e : ℝ) : Prop :=
  ∀ a b : n → ℝ, a ≠ 0 → H *ᵥ a = e • a → H *ᵥ b = e • b → ∃ c : ℝ, b = c • a

/-- The expectation value of `V` in a nonzero state `u`: the product `u ⬝ᵥ V *ᵥ u` divided by the
squared norm of `u`. -/
def expectation (V : Matrix n n ℝ) (u : n → ℝ) : ℝ := (u ⬝ᵥ V *ᵥ u) / (u ⬝ᵥ u)

omit [DecidableEq n] in
/-- At `x = 0` a branch is an eigenvector of the unperturbed Hamiltonian. -/
theorem Branch.eig_zero {H V : Matrix n n ℝ} {E : ℝ → ℝ} {u : ℝ → n → ℝ}
    (hu : Branch H V E u) : H *ᵥ u 0 = E 0 • u 0 := by
  have h := hu.eig 0
  rwa [zero_smul, add_zero] at h

omit [DecidableEq n] in
/-- Hellmann-Feynman theorem at `x = 0`: the level is differentiable there, and its slope is
the expectation value of the perturbation. -/
theorem hellmann_feynman {H V : Matrix n n ℝ} {E : ℝ → ℝ} {u : ℝ → n → ℝ}
    (hH : H.IsSymm) (hu : Branch H V E u) : HasDerivAt E (expectation V (u 0)) 0 := by
  -- project the eigenvalue equation on the unperturbed state
  have key : ∀ x, (E x - E 0) * (u 0 ⬝ᵥ u x) = x * (u 0 ⬝ᵥ V *ᵥ u x) := by
    intro x
    have h1 : u 0 ⬝ᵥ ((H + x • V) *ᵥ u x) = u 0 ⬝ᵥ (E x • u x) := by rw [hu.eig x]
    have h2 : u 0 ⬝ᵥ H *ᵥ u x = E 0 * (u 0 ⬝ᵥ u x) := by
      rw [dotProduct_mulVec, ← mulVec_transpose, hH.eq, hu.eig_zero, smul_dotProduct,
        smul_eq_mul]
    simp only [add_mulVec, smul_mulVec, dotProduct_add, dotProduct_smul, smul_eq_mul] at h1
    linear_combination h2 - h1
  have c1 : Continuous fun y : n → ℝ => u 0 ⬝ᵥ y := by
    simp only [dotProduct]; fun_prop
  have c2 : Continuous fun y : n → ℝ => u 0 ⬝ᵥ V *ᵥ y := by
    simp only [mulVec, dotProduct]; fun_prop
  have d1 : ContinuousAt (fun x => u 0 ⬝ᵥ u x) 0 :=
    ContinuousAt.comp (f := u) c1.continuousAt hu.cont
  have d2 : ContinuousAt (fun x => u 0 ⬝ᵥ V *ᵥ u x) 0 :=
    ContinuousAt.comp (f := u) c2.continuousAt hu.cont
  have h0 : u 0 ⬝ᵥ u 0 ≠ 0 := mt dotProduct_self_eq_zero.1 hu.ne
  have hg : Tendsto (fun x => (u 0 ⬝ᵥ V *ᵥ u x) / (u 0 ⬝ᵥ u x)) (𝓝 0)
      (𝓝 (expectation V (u 0))) := d2.div d1 h0
  -- the difference quotient is the projected perturbation
  rw [hasDerivAt_iff_tendsto_slope]
  refine (hg.mono_left nhdsWithin_le_nhds).congr' ?_
  filter_upwards [(d1.eventually_ne h0).filter_mono nhdsWithin_le_nhds,
    self_mem_nhdsWithin] with x hx hx0
  rw [slope_def_field, div_eq_div_iff hx (sub_ne_zero.mpr hx0)]
  linear_combination -(key x)

/-- The sublattice signs turn an eigenvector at `-e` into one at `e`. -/
theorem partner_eigenvector {s : n → ℝ} {H V : Matrix n n ℝ} (h : IsAlternant s H V)
    {e : ℝ} {w : n → ℝ} (hw : H *ᵥ w = (-e) • w) :
    H *ᵥ (diagonal s *ᵥ w) = e • (diagonal s *ᵥ w) := by
  have hSS : diagonal s * diagonal s = 1 := by
    rw [diagonal_mul_diagonal, ← diagonal_one]
    exact congrArg diagonal (funext h.sign)
  have hHS : H * diagonal s = -(diagonal s * H) := by
    calc H * diagonal s = (diagonal s * diagonal s) * H * diagonal s := by
          rw [hSS, one_mul]
      _ = diagonal s * (diagonal s * H * diagonal s) := by simp only [mul_assoc]
      _ = -(diagonal s * H) := by rw [h.odd, mul_neg]
  rw [mulVec_mulVec, hHS, neg_mulVec, ← mulVec_mulVec, hw, mulVec_smul, neg_smul, neg_neg]

/-- A matrix element in the sign-changed state is that of the sign-changed operator. -/
theorem partner_element (s w : n → ℝ) (A : Matrix n n ℝ) :
    (diagonal s *ᵥ w) ⬝ᵥ A *ᵥ (diagonal s *ᵥ w)
      = w ⬝ᵥ (diagonal s * A * diagonal s) *ᵥ w := by
  rw [← mulVec_mulVec, ← mulVec_mulVec, dotProduct_mulVec w, ← mulVec_transpose,
    diagonal_transpose]

/-- Under a perturbation that is unchanged by the sublattice signs, paired levels `e` and `-e`, with
`e` nondegenerate, have the same slope at `x = 0`: the expectation value of the perturbation in the
state at `e`. -/
theorem equal_slopes {s : n → ℝ} {H V : Matrix n n ℝ} {E F : ℝ → ℝ} {u w : ℝ → n → ℝ}
    (h : IsAlternant s H V) (hu : Branch H V E u) (hw : Branch H V F w)
    (hEF : F 0 = -E 0) (hnd : Nondegenerate H (E 0)) :
    HasDerivAt E (expectation V (u 0)) 0 ∧ HasDerivAt F (expectation V (u 0)) 0 := by
  refine ⟨hellmann_feynman h.symm hu, ?_⟩
  have hw0 := hw.eig_zero
  rw [hEF] at hw0
  -- the partner of `w 0` is proportional to `u 0`
  obtain ⟨c, hc⟩ := hnd _ _ hu.ne hu.eig_zero (partner_eigenvector h hw0)
  have hV := partner_element s (w 0) V
  have h1 := partner_element s (w 0) 1
  have hSS : diagonal s * 1 * diagonal s = 1 := by
    rw [mul_one, diagonal_mul_diagonal, ← diagonal_one]
    exact congrArg diagonal (funext h.sign)
  rw [h.even, hc] at hV
  rw [hSS, hc] at h1
  simp only [one_mulVec, mulVec_smul, smul_dotProduct, dotProduct_smul, smul_eq_mul,
    ← mul_assoc] at hV h1
  have hcc : c * c ≠ 0 := by
    intro h0
    rw [h0, zero_mul] at h1
    exact hw.ne (dotProduct_self_eq_zero.1 h1.symm)
  have hexp : expectation V (w 0) = expectation V (u 0) := by
    unfold expectation
    rw [← hV, ← h1, mul_div_mul_left _ _ hcc]
  rw [← hexp]
  exact hellmann_feynman h.symm hw

/-- The gap between paired levels `e` and `-e`, with `e` nondegenerate, is stationary at
`x = 0` under a perturbation that is unchanged by the sublattice signs. -/
theorem stationary_gap {s : n → ℝ} {H V : Matrix n n ℝ} {E F : ℝ → ℝ} {u w : ℝ → n → ℝ}
    (h : IsAlternant s H V) (hu : Branch H V E u) (hw : Branch H V F w)
    (hEF : F 0 = -E 0) (hnd : Nondegenerate H (E 0)) :
    HasDerivAt (fun x => E x - F x) 0 0 := by
  obtain ⟨hE, hF⟩ := equal_slopes h hu hw hEF hnd
  exact (hE.fun_sub hF).congr_deriv (sub_self _)

/-- When only the on-site energy of site `r` is varied, paired levels `e` and `-e`, with `e`
nondegenerate, both have as slope at `x = 0` the normalised density of the state `u 0` on that site.
-/
theorem single_site_slopes {s : n → ℝ} {H : Matrix n n ℝ} {E F : ℝ → ℝ}
    {u w : ℝ → n → ℝ} (r : n) (hs : ∀ i, s i * s i = 1) (hH : H.IsSymm)
    (hodd : diagonal s * H * diagonal s = -H)
    (hu : Branch H (diagonal (Pi.single r 1)) E u)
    (hw : Branch H (diagonal (Pi.single r 1)) F w)
    (hEF : F 0 = -E 0) (hnd : Nondegenerate H (E 0)) :
    HasDerivAt E (u 0 r ^ 2 / (u 0 ⬝ᵥ u 0)) 0 ∧
      HasDerivAt F (u 0 r ^ 2 / (u 0 ⬝ᵥ u 0)) 0 := by
  have heven : diagonal s * diagonal (Pi.single r (1 : ℝ)) * diagonal s
      = diagonal (Pi.single r 1) := by
    rw [diagonal_mul_diagonal, diagonal_mul_diagonal]
    refine congrArg diagonal (funext fun i => ?_)
    linear_combination (Pi.single r (1 : ℝ) : n → ℝ) i * hs i
  have hq : u 0 ⬝ᵥ diagonal (Pi.single r (1 : ℝ)) *ᵥ u 0 = u 0 r ^ 2 := by
    simp [dotProduct, mulVec_diagonal, Pi.single_apply, pow_two]
  have h := equal_slopes ⟨hs, hH, hodd, heven⟩ hu hw hEF hnd
  unfold expectation at h
  rwa [hq] at h

/-- For `σ = 1` and `σ = -1`, the energies `x + σ √(1 + x²)` of a dimer with unit hopping and one
site at `2x`. -/
def dimerLevel (σ x : ℝ) : ℝ := x + σ * √(1 + x ^ 2)

/-- For `σ = 1` and `σ = -1` the dimer energies form branches with explicit eigenvectors. -/
theorem dimer_branch (σ : ℝ) (hσ : σ * σ = 1) :
    Branch !![0, 1; 1, 0] !![2, 0; 0, 0] (dimerLevel σ) (fun x => ![dimerLevel σ x, 1]) := by
  refine ⟨?_, fun h => by simpa using congrFun h 1, fun x => ?_⟩
  · have hL : Continuous fun x => dimerLevel σ x := by
      unfold dimerLevel; fun_prop
    refine Continuous.continuousAt (continuous_pi fun i => ?_)
    fin_cases i
    exacts [hL, continuous_const]
  · -- the secular equation of the dimer
    have hq : dimerLevel σ x * dimerLevel σ x = 2 * x * dimerLevel σ x + 1 := by
      have hr := Real.mul_self_sqrt (show (0 : ℝ) ≤ 1 + x ^ 2 by positivity)
      unfold dimerLevel
      linear_combination √(1 + x ^ 2) * √(1 + x ^ 2) * hσ + hr
    ext i
    fin_cases i
    · simp [mulVec, dotProduct, Fin.sum_univ_two]
      linear_combination -hq
    · simp [mulVec, dotProduct, Fin.sum_univ_two]

/-- The dimer with one shifted site meets all hypotheses of the stationary gap theorem. -/
theorem stationary_gap_witness :
    IsAlternant ![1, -1] !![0, 1; 1, 0] !![2, 0; 0, 0] ∧
    Branch !![0, 1; 1, 0] !![2, 0; 0, 0] (dimerLevel 1) (fun x => ![dimerLevel 1 x, 1]) ∧
    Branch !![0, 1; 1, 0] !![2, 0; 0, 0] (dimerLevel (-1))
      (fun x => ![dimerLevel (-1) x, 1]) ∧
    dimerLevel (-1) 0 = -dimerLevel 1 0 ∧
    Nondegenerate !![0, 1; 1, 0] (dimerLevel 1 0) := by
  refine ⟨⟨?_, ?_, ?_, ?_⟩, dimer_branch 1 (by norm_num), dimer_branch (-1) (by norm_num),
    by simp [dimerLevel], ?_⟩
  · intro i; fin_cases i <;> simp
  · ext i j; fin_cases i <;> fin_cases j <;> simp
  · ext i j; fin_cases i <;> fin_cases j <;> simp
  · ext i j; fin_cases i <;> fin_cases j <;> simp
  · have h1 : dimerLevel 1 0 = 1 := by simp [dimerLevel]
    rw [h1]
    intro a b ha hA hB
    have ea : a 1 = a 0 := by
      simpa [mulVec, dotProduct, Fin.sum_univ_two] using congrFun hA 0
    have eb : b 1 = b 0 := by
      simpa [mulVec, dotProduct, Fin.sum_univ_two] using congrFun hB 0
    have a0 : a 0 ≠ 0 := by
      intro h
      apply ha
      ext i
      fin_cases i
      exacts [h, ea.trans h]
    have hb : b 0 = b 0 / a 0 * a 0 := (div_mul_cancel₀ _ a0).symm
    refine ⟨b 0 / a 0, ?_⟩
    ext i
    fin_cases i
    · exact hb
    · change b 1 = b 0 / a 0 * a 1
      rw [ea, eb]
      exact hb

/-- Two separate dimers, one of them shifted by `x`, have branches `1 + x` and `-1` whose
gap has slope one at `x = 0`, although the sign relations hold. -/
theorem degenerate_gap_not_stationary :
    let H : Matrix (Fin 4) (Fin 4) ℝ := !![0, 1, 0, 0; 1, 0, 0, 0; 0, 0, 0, 1; 0, 0, 1, 0]
    let V : Matrix (Fin 4) (Fin 4) ℝ := !![1, 0, 0, 0; 0, 1, 0, 0; 0, 0, 0, 0; 0, 0, 0, 0]
    IsAlternant ![1, -1, 1, -1] H V ∧
    Branch H V (fun x => 1 + x) (fun _ => ![1, 1, 0, 0]) ∧
    Branch H V (fun _ => -1) (fun _ => ![0, 0, 1, -1]) ∧
    HasDerivAt (fun x : ℝ => (1 + x) - (-1)) 1 0 := by
  intro H V
  refine ⟨⟨?_, ?_, ?_, ?_⟩, ⟨continuousAt_const, ?_, ?_⟩, ⟨continuousAt_const, ?_, ?_⟩, ?_⟩
  · intro i; fin_cases i <;> simp
  · ext i j; fin_cases i <;> fin_cases j <;> simp [H]
  · ext i j; fin_cases i <;> fin_cases j <;> simp [H]
  · ext i j; fin_cases i <;> fin_cases j <;> simp [V]
  · intro h; simpa using congrFun h 0
  · intro x; ext i
    fin_cases i <;> simp [H, V, mulVec, dotProduct, Fin.sum_univ_succ]
    ring
  · intro h; simpa using congrFun h 2
  · intro x; ext i
    fin_cases i <;> simp [H, V, mulVec, dotProduct, Fin.sum_univ_succ]
  · exact ((hasDerivAt_id (0 : ℝ)).const_add 1).sub_const (-1)

end

end StationaryGap
```

```lean
#print axioms StationaryGap.stationary_gap
-- 'StationaryGap.stationary_gap' depends on axioms: [propext, Classical.choice, Quot.sound]
#print axioms StationaryGap.single_site_slopes
-- 'StationaryGap.single_site_slopes' depends on axioms: [propext, Classical.choice, Quot.sound]
#print axioms StationaryGap.degenerate_gap_not_stationary
-- 'StationaryGap.degenerate_gap_not_stationary' depends on axioms: [propext, Classical.choice, Quot.sound]
```

## What the theorem assumes about the molecule

The finite type `n` labels the sites, and `s : n → ℝ` holds the sublattice signs, so $S$ is `diagonal s`. The structure `IsAlternant s H V` collects four conditions:

- `sign` says $s_i^2=1$, hence $s_i=\pm1$.
- `symm` says that the real matrix $H$ is symmetric.
- `odd` says $SHS=-H$. Entry by entry, this forbids hopping within a sublattice and sets every unperturbed on-site energy to zero. A common on-site energy has been taken as the origin of energy.
- `even` says $SVS=V$. The perturbation may change on-site energies and couple sites of the same sublattice, but not sites of opposite sublattices.

`Branch H V E u` is a level followed along $x$: the eigenvalue equation holds for every real $x$, while `u` is continuous and nonzero at $x=0$. It is assumed that such a continuous eigenvector exists; it is not constructed from $H$ and $V$. Unit length and differentiability, of the level or the eigenvector, are not required.

`Nondegenerate H e` says that any eigenvector at $e$ is a multiple of any nonzero one. `expectation V u` divides by $u\cdot u$, so it is the usual expectation value for nonzero vectors of any length.

In these terms, `equal_slopes` says that if `F 0 = -E 0` and `E 0` is nondegenerate, then both levels are differentiable at zero with derivative `expectation V (u 0)`. `stationary_gap` says that `E x - F x` has derivative zero there. Neither needs $e\neq0$ or a symmetric $V$. For $e=0$ the statement is trivial: the eigenvalue is simple, so both branches follow the same level near $x=0$ and their gap is zero there.

The setting is a finite, real, one-electron model with an orthogonal basis. Within the non-interacting Hückel model, the result means that a weak shift of an on-site energy, with all hoppings held fixed, leaves the gap between paired, nondegenerate frontier levels unchanged to first order. It says nothing about electron repulsion or about the second-order change.

## From the projected equation to the equal slopes

In `hellmann_feynman`, the statement `key` is the projected eigenvalue equation. The symmetry of `H` enters through `h2`, and `linear_combination` does the rearrangement. The facts `d1` and `d2` give continuity of the two dot products, and `hg` takes the limit of their quotient. The last lines identify that quotient with the difference quotient of `E` for $x\neq0$ close to zero, where the denominator does not vanish.

`partner_eigenvector` first derives $HS=-SH$ in a short `calc` chain and then applies it to the eigenvector at $-e$. `partner_element` is the identity $Sw\cdot A\,Sw=w\cdot(SAS)w$ for any matrix $A$.

`equal_slopes` combines them. Nondegeneracy supplies `c`. The identity is used with $A=V$ for the numerator and with $A=1$ for the norm, and `hcc` shows $c^2\neq0$, since otherwise `w 0` would vanish. Cancelling $c^2$ gives `hexp`, the equality of the two expectation values. `stationary_gap` subtracts the two derivatives. `single_site_slopes` checks that a diagonal perturbation is even and evaluates its expectation value as the density on site `r`.

## One dimer that obeys, two dimers that do not

For a dimer with hopping $1$ and one site at energy $2x$, the levels are $x\pm\sqrt{1+x^2}$. `dimer_branch` verifies them with eigenvectors $(\lambda,1)$, where $\lambda$ is the level; the first component of the eigenvalue equation is the secular equation $\lambda^2=2x\lambda+1$. `stationary_gap_witness` confirms that this dimer satisfies every hypothesis. Both slopes at zero are $1$, and the gap $2\sqrt{1+x^2}$ grows only at second order.

For the role of simplicity, take two uncoupled dimers and shift both sites of the first by $x$. The sign relations still hold, but $e=1$ is now doubly degenerate. `degenerate_gap_not_stationary` follows the level $1+x$ on the first dimer and the level $-1$ on the second. Their gap is $2+x$, with slope $1$. The proof above breaks where it should: the partner of the state at $-1$ lives on the second dimer, so it is not a multiple of the chosen state at $+1$. The level $-1+x$ on the first dimer does share the slope of $1+x$; what fails under degeneracy is the claim for an arbitrary choice of the two branches.

## Perturbing the bonds instead

Suppose $SVS=-V$, as when hopping between the sublattices is changed. The comparison by hand then picks up one minus sign, $\langle V\rangle_{w(0)}=-\langle V\rangle_{u(0)}$, and so $F'(0)=-E'(0)$. In fact the pairing itself survives, because $S(H+xV)S=-(H+xV)$: with $e$ nondegenerate, $F(x)=-E(x)$ for all small $x$. The midpoint of the two levels stays at zero, while the gap $E-F$ changes at the rate $2E'(0)$ at $x=0$. This variant is not among the theorems proved above.
